# In PAW, a matrix element of H̃′ − eS′ is the Hellmann-Feynman term plus two residual terms

In the projector augmented-wave (PAW) method a transformation T carries pseudo vectors to all-electron ones, so that the Hamiltonian H becomes H̃ = T\*HT and the overlap is S = T\*T. The lemma takes finite matrices H and T that depend on a real parameter and are differentiable at t₀, with H Hermitian there, and a fixed real number e. For any vectors d and c it states that ⟨d, (H̃′ − eS′)c⟩ = ⟨Td, H′Tc⟩ + ⟨T′d, (H − e)Tc⟩ + ⟨(H − e)Td, T′c⟩, all taken at t₀. The vectors need be neither eigenvectors nor normalised, and the matrix elements are not divided by any norm. The attempt finds H̃′ and S′ from the product rule and the uniqueness of derivatives, then regroups the terms around HT − eT.

The failing Lean file:

```lean
import Mathlib

open Matrix

namespace ForceEqHellmannFeynmanAddResidual

noncomputable section

variable {l m n : Type*} [Fintype m]

/-- The matrix `A'` is the derivative of the matrix function `A` at `t`, entry by entry. -/
def HasMatDeriv (A : ℝ → Matrix m n ℂ) (A' : Matrix m n ℂ) (t : ℝ) : Prop :=
  ∀ i j, HasDerivAt (fun s => A s i j) (A' i j) t

/-- The pseudo-Hamiltonian `T* H T` built from the all-electron Hamiltonian `H` and the
transformation `T`. -/
def pseudoH (H : Matrix m m ℂ) (T : Matrix m n ℂ) : Matrix n n ℂ := Tᴴ * H * T

/-- The PAW overlap matrix `T* T`. -/
def overlap (T : Matrix m n ℂ) : Matrix n n ℂ := Tᴴ * T

/-- The all-electron residual `(H - e) T c` of a pseudo vector `c` at energy `e`. -/
def residual [Fintype n] (H : Matrix m m ℂ) (T : Matrix m n ℂ) (e : ℝ) (c : n → ℂ) : m → ℂ :=
  H *ᵥ (T *ᵥ c) - (e : ℂ) • (T *ᵥ c)

/-- Product rule for matrix functions, with the order of the factors kept. -/
theorem HasMatDeriv.mul {A : ℝ → Matrix l m ℂ} {B : ℝ → Matrix m n ℂ}
    {A' : Matrix l m ℂ} {B' : Matrix m n ℂ} {t : ℝ}
    (hA : HasMatDeriv A A' t) (hB : HasMatDeriv B B' t) :
    HasMatDeriv (fun s => A s * B s) (A' * B t + A t * B') t := by
  intro i j
  have h := HasDerivAt.fun_sum (u := Finset.univ)
    fun k _ => (hA i k).fun_mul (hB k j)
  simpa only [Matrix.mul_apply, Matrix.add_apply, Finset.sum_add_distrib] using h

/-- The pseudo-Hamiltonian and the overlap are differentiable when `H` and `T` are, with
derivatives given by the product rule. -/
theorem hasMatDeriv_pseudo {H : ℝ → Matrix m m ℂ} {T : ℝ → Matrix m n ℂ}
    {H' : Matrix m m ℂ} {T' : Matrix m n ℂ} {t : ℝ}
    (hH : HasMatDeriv H H' t) (hT : HasMatDeriv T T' t) :
    HasMatDeriv (fun s => pseudoH (H s) (T s))
      ((T'ᴴ * H t + (T t)ᴴ * H') * T t + (T t)ᴴ * H t * T') t ∧
    HasMatDeriv (fun s => overlap (T s)) (T'ᴴ * T t + (T t)ᴴ * T') t := by
  have hstar : HasMatDeriv (fun s => (T s)ᴴ) T'ᴴ t := fun i j => (hT j i).star
  exact ⟨(hstar.mul hH).mul hT, hstar.mul hT⟩

variable [Fintype n]

/-- Let `H` and `T` be differentiable at `t₀`, with `H` Hermitian there and `T` square or not. For
real `e`, the matrix element of `H~' - e S'` between `d` and `c` is the Hellmann-Feynman term plus
two terms that pair the motion of `T` with the residuals. -/
theorem force_eq_hellmannFeynman_add_residual
    {H : ℝ → Matrix m m ℂ} {T : ℝ → Matrix m n ℂ}
    {H' : Matrix m m ℂ} {T' : Matrix m n ℂ} {Hp' S' : Matrix n n ℂ} {t₀ : ℝ}
    (hH : HasMatDeriv H H' t₀) (hT : HasMatDeriv T T' t₀)
    (hHp : HasMatDeriv (fun t => pseudoH (H t) (T t)) Hp' t₀)
    (hS : HasMatDeriv (fun t => overlap (T t)) S' t₀)
    (herm : (H t₀).IsHermitian) (e : ℝ) (d c : n → ℂ) :
    star d ⬝ᵥ ((Hp' - (e : ℂ) • S') *ᵥ c) =
      star (T t₀ *ᵥ d) ⬝ᵥ (H' *ᵥ (T t₀ *ᵥ c))
        + star (T' *ᵥ d) ⬝ᵥ residual (H t₀) (T t₀) e c
        + star (residual (H t₀) (T t₀) e d) ⬝ᵥ (T' *ᵥ c) := by
  obtain ⟨h1, h2⟩ := hasMatDeriv_pseudo hH hT
  -- derivatives are unique, so the product rule gives `Hp'` and `S'`
  have e1 : Hp' = _ := by
    ext i j
    exact (hHp i j).unique (h1 i j)
  have e2 : S' = _ := by
    ext i j
    exact (hS i j).unique (h2 i j)
  have hres : ∀ v, residual (H t₀) (T t₀) e v
      = (H t₀ * T t₀ - (e : ℂ) • T t₀) *ᵥ v := by
    intro v
    rw [residual, Matrix.sub_mulVec, Matrix.smul_mulVec, Matrix.mulVec_mulVec]
  -- moving a factor to the left slot of the inner product
  have sandwich : ∀ A B : Matrix m n ℂ,
      star d ⬝ᵥ ((Aᴴ * B) *ᵥ c) = star (A *ᵥ d) ⬝ᵥ (B *ᵥ c) := by
    intro A B
    rw [← Matrix.mulVec_mulVec, Matrix.dotProduct_mulVec (star d) Aᴴ, Matrix.star_mulVec]
  -- regrouping the force matrix around `H T - e T`
  have key : Hp' - (e : ℂ) • S' = (T t₀)ᴴ * (H' * T t₀)
      + T'ᴴ * (H t₀ * T t₀ - (e : ℂ) • T t₀)
      + (H t₀ * T t₀ - (e : ℂ) • T t₀)ᴴ * T' := by
    rw [e1, e2, Matrix.conjTranspose_sub, Matrix.conjTranspose_mul,
      Matrix.conjTranspose_smul, herm.eq, Complex.star_def, Complex.conj_ofReal]
    simp only [Matrix.add_mul, Matrix.mul_sub, Matrix.sub_mul, Matrix.mul_smul,
      Matrix.smul_mul, Matrix.mul_assoc]
    module
  rw [key, Matrix.add_mulVec, Matrix.add_mulVec, dotProduct_add, dotProduct_add,
    sandwich, sandwich, sandwich, hres, hres, Matrix.mulVec_mulVec]

end

end ForceEqHellmannFeynmanAddResidual
```

The compiler's answer:

```
Main.lean:65:18: error: don't know how to synthesize placeholder
context:
m : Type u_2
n : Type u_3
inst✝¹ : Fintype m
inst✝ : Fintype n
H : ℝ → Matrix m m ℂ
T : ℝ → Matrix m n ℂ
H' : Matrix m m ℂ
T' : Matrix m n ℂ
Hp' S' : Matrix n n ℂ
t₀ : ℝ
hH : HasMatDeriv H H' t₀
hT : HasMatDeriv T T' t₀
hHp : HasMatDeriv (fun t => pseudoH (H t) (T t)) Hp' t₀
hS : HasMatDeriv (fun t => overlap (T t)) S' t₀
herm : (H t₀).IsHermitian
e : ℝ
d c : n → ℂ
h1 : HasMatDeriv (fun s => pseudoH (H s) (T s)) ((T'ᴴ * H t₀ + (T t₀)ᴴ * H') * T t₀ + (T t₀)ᴴ * H t₀ * T') t₀
h2 : HasMatDeriv (fun s => overlap (T s)) (T'ᴴ * T t₀ + (T t₀)ᴴ * T') t₀
⊢ Matrix n n ℂ
Main.lean:62:60: error: unsolved goals
m : Type u_2
n : Type u_3
inst✝¹ : Fintype m
inst✝ : Fintype n
H : ℝ → Matrix m m ℂ
T : ℝ → Matrix m n ℂ
H' : Matrix m m ℂ
T' : Matrix m n ℂ
Hp' S' : Matrix n n ℂ
t₀ : ℝ
hH : HasMatDeriv H H' t₀
hT : HasMatDeriv T T' t₀
hHp : HasMatDeriv (fun t => pseudoH (H t) (T t)) Hp' t₀
hS : HasMatDeriv (fun t => overlap (T t)) S' t₀
herm : (H t₀).IsHermitian
e : ℝ
d c : n → ℂ
h1 : HasMatDeriv (fun s => pseudoH (H s) (T s)) ((T'ᴴ * H t₀ + (T t₀)ᴴ * H') * T t₀ + (T t₀)ᴴ * H t₀ * T') t₀
h2 : HasMatDeriv (fun s => overlap (T s)) (T'ᴴ * T t₀ + (T t₀)ᴴ * T') t₀
⊢ star d ⬝ᵥ (Hp' - ↑e • S') *ᵥ c =
    star (T t₀ *ᵥ d) ⬝ᵥ H' *ᵥ T t₀ *ᵥ c + star (T' *ᵥ d) ⬝ᵥ residual (H t₀) (T t₀) e c +
      star (residual (H t₀) (T t₀) e d) ⬝ᵥ T' *ᵥ c
```

Cause. The first message points at the `_` in `have e1 : Hp' = _`. The right-hand side was meant to be read off from `h1`, which holds the product-rule formula for the derivative. But Lean must settle what a `have` states before it runs the `by` block that proves it, and nothing in the statement itself says which matrix `_` is. Lean knows only its type, `Matrix n n ℂ`, which is the goal shown in the message.

The second message, `unsolved goals`, follows from the first. The proof stopped at `e1`, so the lemma's own goal was left open, just as it stood before that step.

The diff writes out the matrix that `h1` gives for `Hp'`, and the proof of `e1` then works unchanged. `e2` has the same gap, though Lean never got far enough to report it, and it is filled in the same way with the matrix from `h2`.

After these edits no error is left:

```diff
@@ -63,8 +63,8 @@
   obtain ⟨h1, h2⟩ := hasMatDeriv_pseudo hH hT
   -- derivatives are unique, so the product rule gives `Hp'` and `S'`
-  have e1 : Hp' = _ := by
+  have e1 : Hp' = (T'ᴴ * H t₀ + (T t₀)ᴴ * H') * T t₀ + (T t₀)ᴴ * H t₀ * T' := by
     ext i j
     exact (hHp i j).unique (h1 i j)
-  have e2 : S' = _ := by
+  have e2 : S' = T'ᴴ * T t₀ + (T t₀)ᴴ * T' := by
     ext i j
     exact (hS i j).unique (h2 i j)
```
